# Low's two-photon luminosity function from two leading-logarithm photon spectra

Suppose that each of two colliding beams emits a photon carrying a fraction \(x\) of the beam energy, with spectrum \(1/x\). How often do the two fractions multiply to a given \(\tau\), with \(0<\tau\le 1\)? If one photon has fraction \(x\), the other has \(\tau/x\), and the constraint contributes a factor \(1/x\):

\[
\int_\tau^1 \frac1x\cdot\frac{x}{\tau}\cdot\frac{dx}{x}=\frac1\tau\int_\tau^1\frac{dx}{x}=\frac1\tau\ln\frac1\tau .
\]

The logarithm counts the ways of sharing a fixed product between the two photons. The problems below repeat this calculation with the equivalent-photon spectrum of an electron beam, whose numerator is not constant.

## Spectra, strengths and the mass ratio

For massless photons collinear with their beams, the two-photon mass \(W\) satisfies \(W^2=x_1x_2\,s\), where \(\sqrt s\) is the collider energy. With \(z=W/\sqrt s\), the product of fractions is \(\tau=z^2\).

```lean
import Mathlib

open Filter Topology

namespace LowTwoPhotonLuminosity

noncomputable section
```

The numerator of the spectrum is \(g(x)=1+(1-x)^2\). Its Lean name is `splitting`, although the textbook splitting function also contains the factor \(1/x\).

```lean
/-- The numerator `1 + (1 - x)²` of the equivalent-photon spectrum at energy fraction `x`. -/
def splitting (x : ℝ) : ℝ := 1 + (1 - x) ^ 2
```

The spectrum is \(\eta\,g(x)/x\). The strength \(\eta\) stands for \(\alpha/2\pi\) times the logarithm of the ratio of largest to smallest photon virtuality, taken as independent of \(x\). The spectrum is assumed here, not derived from QED.

```lean
/-- The equivalent-photon spectrum `η (1 + (1 - x)²) / x` of a beam of radiation strength `η`,
for energy fractions `0 < x ≤ 1`. -/
def photonSpectrum (η x : ℝ) : ℝ := η * splitting x / x
```

The luminosity \(\mathcal L(\tau)\) is a dimensionless density in \(\tau\), not the machine luminosity of a collider. Its limits express that both fractions are at most 1. In Lean, `∫ x in τ..1` is an oriented integral over the real numbers.

```lean
/-- The two-photon luminosity at `τ = x₁ x₂`, for `0 < τ ≤ 1`: the convolution of the photon
spectra of two beams with strengths `η₁` and `η₂`. -/
def luminosity (η₁ η₂ τ : ℝ) : ℝ :=
  ∫ x in τ..1, photonSpectrum η₁ x * photonSpectrum η₂ (τ / x) / x
```

The last definition names a function of the mass ratio, written \(f(z)\) below. The letter \(z\) is not a momentum fraction here.

```lean
/-- Low's function of the ratio `z > 0` of the two-photon mass to the collider energy. -/
def lowFunction (z : ℝ) : ℝ :=
  (2 + z ^ 2) ^ 2 * Real.log (1 / z) - (1 - z ^ 2) * (3 + z ^ 2)
```

## (a) An antiderivative of the convolution integrand

**Task.** For real \(\tau\) and \(x\neq0\), show that

\[
F_\tau(x)=(2+\tau)^2\ln|x|-(4+2\tau)x+x^2+\frac{4\tau+2\tau^2}{x}-\frac{\tau^2}{x^2}
\]

satisfies \(F_\tau'(x)=g(x)\,g(\tau/x)/x\).

**Solution.** Write \(g(x)=2-2x+x^2\) and \(g(\tau/x)=2-2\tau/x+\tau^2/x^2\). Multiplying out and dividing by \(x\) gives

\[
\frac{g(x)g(\tau/x)}{x}=2x-(4+2\tau)+\frac{(2+\tau)^2}{x}-\frac{4\tau+2\tau^2}{x^2}+\frac{2\tau^2}{x^3},
\]

which is the derivative of \(F_\tau\) term by term.

In Lean, `HasDerivAt` says that the derivative exists and has the stated value. The proof assembles it from the derivatives of the logarithm, the powers and the inverse; `field_simp` and `ring` then do the expansion above. `Real.log` is \(\ln|x|\) for nonzero \(x\), so negative \(x\) is allowed.

```lean
/-- An explicit antiderivative, at nonzero `x`, of the integrand that convolves two
equivalent-photon spectra. -/
theorem hasDerivAt_antiderivative (τ : ℝ) {x : ℝ} (hx : x ≠ 0) :
    HasDerivAt (fun y : ℝ => (2 + τ) ^ 2 * Real.log y - (4 + 2 * τ) * y + y ^ 2
        + (4 * τ + 2 * τ ^ 2) * y⁻¹ - τ ^ 2 * (y⁻¹) ^ 2)
      (splitting x * splitting (τ / x) / x) x := by
  have h2 : HasDerivAt (fun y : ℝ => y ^ 2) (2 * x) x := by
    simpa using hasDerivAt_pow 2 x
  have hi : HasDerivAt (fun y : ℝ => y⁻¹) (-(x ^ 2)⁻¹) x := hasDerivAt_inv hx
  have hi2 : HasDerivAt (fun y : ℝ => (y⁻¹) ^ 2) (2 * x⁻¹ * (-(x ^ 2)⁻¹)) x := by
    simpa using hi.fun_pow 2
  have h := (((((Real.hasDerivAt_log hx).const_mul ((2 + τ) ^ 2)).fun_sub
    ((hasDerivAt_id' x).const_mul (4 + 2 * τ))).fun_add h2).fun_add
    (hi.const_mul (4 * τ + 2 * τ ^ 2))).fun_sub (hi2.const_mul (τ ^ 2))
  refine h.congr_deriv ?_
  unfold splitting
  field_simp
  ring
```

## (b) The convolution in closed form

**Task.** For \(z>0\), show that

\[
\int_{z^2}^1\frac{g(x)g(z^2/x)}{x}\,dx=2\left[(2+z^2)^2\ln\frac1z-(1-z^2)(3+z^2)\right].
\]

**Solution.** Put \(\tau=z^2\). The endpoint values are

\[
F_\tau(1)=-3+2\tau+\tau^2,\qquad F_\tau(\tau)=(2+\tau)^2\ln\tau+3-2\tau-\tau^2 .
\]

Since \(3-2\tau-\tau^2=(1-\tau)(3+\tau)\), their difference is

\[
F_\tau(1)-F_\tau(\tau)=-(2+\tau)^2\ln\tau-2(1-\tau)(3+\tau).
\]

Inserting \(-\ln\tau=2\ln(1/z)\) gives the result.

The Lean proof first shows that zero lies outside the integration range (`hne`), so the integrand is continuous there and hence integrable. The fundamental theorem of calculus then applies to part (a). The physical range is \(0<z<1\); at \(z=1\) both sides vanish, and for \(z>1\) the identity still holds as written, as a statement about an oriented integral whose lower limit exceeds its upper limit.

```lean
/-- The oriented integral from `z²` to 1 that convolves the two spectrum numerators equals twice
Low's function, for every mass ratio `z > 0`. -/
theorem convolution_eq_low {z : ℝ} (hz : 0 < z) :
    ∫ x in (z ^ 2)..1, splitting x * splitting (z ^ 2 / x) / x
      = 2 * ((2 + z ^ 2) ^ 2 * Real.log (1 / z) - (1 - z ^ 2) * (3 + z ^ 2)) := by
  -- the integration range stays away from the pole at zero
  have hne : ∀ x ∈ Set.uIcc (z ^ 2) 1, x ≠ 0 := fun x hx =>
    (lt_of_lt_of_le (lt_min (pow_pos hz 2) one_pos) hx.1).ne'
  have hcont : ContinuousOn (fun x : ℝ => splitting x * splitting (z ^ 2 / x) / x)
      (Set.uIcc (z ^ 2) 1) := by
    intro x hx
    have hx0 : x ≠ 0 := hne x hx
    apply ContinuousAt.continuousWithinAt
    unfold splitting
    fun_prop (disch := assumption)
  rw [intervalIntegral.integral_eq_sub_of_hasDerivAt
    (fun x hx => hasDerivAt_antiderivative (z ^ 2) (hne x hx)) hcont.intervalIntegrable]
  simp only [one_div, Real.log_inv, Real.log_pow, Real.log_one, Nat.cast_ofNat]
  field_simp
  ring
```

## (c) The luminosity of two beams

**Task.** Let \(f(z)\) be the square bracket in (b), which is Low's function. For real strengths \(\eta_1,\eta_2\) and \(z>0\), show that

\[
\mathcal L(z^2)=\frac{2\eta_1\eta_2}{z^2}\,f(z).
\]

**Solution.** The constants come out of the integrand, just as \(1/\tau\) did in the opening example:

\[
\frac{\eta_1g(x)}{x}\cdot\frac{\eta_2\,g(z^2/x)}{z^2/x}\cdot\frac1x=\frac{\eta_1\eta_2}{z^2}\cdot\frac{g(x)g(z^2/x)}{x}.
\]

Integrate and use (b). For \(z>1\) this is only an identity for the oriented integral that defines \(\mathcal L\); no photon pair has such a mass, and the physical luminosity is zero there.

`hcongr` is this rewriting of the integrand. Inside it, `generalize` treats \(g(z^2/x)\) as a single number, since its form is irrelevant to the step.

```lean
/-- The integral `luminosity η₁ η₂ (z ^ 2)`, which for `0 < z ≤ 1` is the luminosity of two
equivalent-photon beams at `τ = z²`, equals for every `z > 0` `2 η₁ η₂ / z²` times Low's function.
-/
theorem luminosity_eq_low (η₁ η₂ : ℝ) {z : ℝ} (hz : 0 < z) :
    luminosity η₁ η₂ (z ^ 2) = 2 * η₁ * η₂ / z ^ 2 * lowFunction z := by
  have hcongr : luminosity η₁ η₂ (z ^ 2) = ∫ x in (z ^ 2)..1,
      (η₁ * η₂ / z ^ 2) * (splitting x * splitting (z ^ 2 / x) / x) := by
    unfold luminosity
    apply intervalIntegral.integral_congr
    intro x hx
    have hx0 : x ≠ 0 := (lt_of_lt_of_le (lt_min (pow_pos hz 2) one_pos) hx.1).ne'
    simp only [photonSpectrum]
    generalize splitting (z ^ 2 / x) = b
    field_simp
  rw [hcongr, intervalIntegral.integral_const_mul, convolution_eq_low hz]
  unfold lowFunction
  ring
```

In a leading-logarithm calculation of unpolarised two-photon production, this formula removes the integral over energy sharing. If \(\hat\sigma(W^2)\) is the cross-section for two real photons to produce the final state, then \(d\tau=2z\,dz\) gives

\[
\sigma=\int d\tau\,\mathcal L(\tau)\,\hat\sigma(\tau s)=4\eta_1\eta_2\int\frac{dz}{z}\,f(z)\,\hat\sigma(z^2s).
\]

For a final state of minimum mass \(W_0\), the integral runs from \(W_0/\sqrt s\) to 1. The step from the Lean model to a collider is this factorisation, in which real collinear photons replace the exchanged virtual ones.

## (d) The slope of Low's function

**Task.** For \(z>0\), show that

\[
f'(z)=4z(2+z^2)\ln\frac1z-\frac{4-3z^4}{z}.
\]

**Solution.** Write \(f(z)=-(2+z^2)^2\ln z-(3-2z^2-z^4)\). The product rule gives

\[
f'(z)=-4z(2+z^2)\ln z-\frac{(2+z^2)^2}{z}+4z+4z^3 .
\]

Over the common denominator \(z\), the last three terms have numerator \(-4-4z^2-z^4+4z^2+4z^4=-(4-3z^4)\).

In Lean, `heq` likewise replaces \(\ln(1/z)\) by \(-\ln z\) before the product rule is applied; it writes the square as a product and leaves \((1-z^2)(3+z^2)\) factored.

```lean
/-- The slope of Low's function at a mass ratio `z > 0`. -/
theorem hasDerivAt_lowFunction {z : ℝ} (hz : 0 < z) :
    HasDerivAt lowFunction
      (4 * z * (2 + z ^ 2) * Real.log (1 / z) - (4 - 3 * z ^ 4) / z) z := by
  have heq : lowFunction = fun y : ℝ =>
      -((2 + y ^ 2) * (2 + y ^ 2) * Real.log y) - (1 - y ^ 2) * (3 + y ^ 2) := by
    funext y
    simp only [lowFunction, one_div, Real.log_inv]
    ring
  have h2 : HasDerivAt (fun y : ℝ => y ^ 2) (2 * z) z := by
    simpa using hasDerivAt_pow 2 z
  have ha := h2.const_add 2
  have h := ((ha.fun_mul ha).fun_mul (Real.hasDerivAt_log hz.ne')).fun_neg.fun_sub
    ((h2.const_sub 1).fun_mul (h2.const_add 3))
  rw [heq]
  refine h.congr_deriv ?_
  rw [one_div, Real.log_inv]
  field_simp
  ring
```

## (e) Fewer photon pairs at higher mass

**Task.** Show that Low's function decreases strictly on \(0<z\le1\):

\[
0<z_1<z_2\le1\quad\Longrightarrow\quad f(z_2)<f(z_1).
\]

**Solution.** The tangent-line bound \(\ln u\le u-1\) at \(u=1/z^2\) gives \(2z^2\ln(1/z)\le1-z^2\). Multiply by \(2(2+z^2)\) and insert the result in (d):

\[
z f'(z)\le 2(2+z^2)(1-z^2)-4+3z^4=-z^2(2-z^2)<0\qquad(0<z<1).
\]

Continuity extends the strict decrease to the endpoint \(z=1\).

`StrictAntiOn` is the implication in the task, and `Set.Ioc 0 1` is the interval \((0,1]\). The bound appears as `hlog`, its multiplied form as `hm`, and \(z^4<2z^2\) as `h4`.

```lean
/-- Low's function decreases strictly as the mass ratio grows through `0 < z ≤ 1`. -/
theorem lowFunction_strictAntiOn : StrictAntiOn lowFunction (Set.Ioc 0 1) := by
  refine strictAntiOn_of_deriv_neg (convex_Ioc 0 1)
    (fun z hz => (hasDerivAt_lowFunction hz.1).continuousAt.continuousWithinAt) ?_
  intro z hz
  rw [interior_Ioc] at hz
  obtain ⟨h0, h1⟩ := hz
  have hz2 : 0 < z ^ 2 := pow_pos h0 2
  have hz1 : z ^ 2 < 1 := by nlinarith
  -- the logarithm is bounded by its tangent line
  have hlog : z ^ 2 * (2 * Real.log (1 / z)) ≤ 1 - z ^ 2 := by
    have h := Real.log_le_sub_one_of_pos (inv_pos.mpr hz2)
    have hl : Real.log ((z ^ 2)⁻¹) = 2 * Real.log (1 / z) := by
      simp only [one_div, Real.log_inv, Real.log_pow, Nat.cast_ofNat]
      ring
    rw [hl] at h
    calc z ^ 2 * (2 * Real.log (1 / z)) ≤ z ^ 2 * ((z ^ 2)⁻¹ - 1) :=
          mul_le_mul_of_nonneg_left h hz2.le
      _ = 1 - z ^ 2 := by rw [mul_sub, mul_inv_cancel₀ hz2.ne', mul_one]
  have hm := mul_le_mul_of_nonneg_left hlog (by positivity : 0 ≤ 2 * (2 + z ^ 2))
  have h4 : z ^ 4 < 2 * z ^ 2 := by nlinarith [mul_pos hz2 (sub_pos.mpr hz1)]
  rw [(hasDerivAt_lowFunction h0).deriv, sub_lt_zero, lt_div_iff₀ h0]
  nlinarith [hm, h4]
```

## (f) Positivity below the full collider energy

**Task.** Show that \(f(z)>0\) for \(0<z<1\).

**Solution.** At \(z=1\) both terms vanish, so \(f(1)=0\). By (e), \(f(z)>f(1)=0\).

The Lean proof compares the same two points, with `hend` supplying the value at 1.

```lean
/-- Low's function is positive for every mass ratio `0 < z < 1`. -/
theorem lowFunction_pos {z : ℝ} (h0 : 0 < z) (h1 : z < 1) : 0 < lowFunction z := by
  have h := lowFunction_strictAntiOn ⟨h0, h1.le⟩ ⟨one_pos, le_rfl⟩ h1
  have hend : lowFunction 1 = 0 := by norm_num [lowFunction]
  linarith
```

## (g) Two-photon masses far below the collider energy

**Task.** Show that

\[
\lim_{z\to0^+}\left[f(z)-\left(4\ln\frac1z-3\right)\right]=0 .
\]

**Solution.** Expanding \(f\), the bracket equals

\[
2z^2+z^4-(4z+z^3)\,(z\ln z).
\]

With \(z=e^{-t}\), \(z\ln z=-te^{-t}\to0\) as \(t\to\infty\), so every term vanishes.

The coefficient 4 is \(g(0)^2\): over most of the logarithmic range both photons are soft, and the opening example applies with numerator 2 for each beam. The constant \(-3\) comes from the ends of the range, where one photon is hard.

In Lean, `𝓝[>] 0` expresses the approach to zero from above. The proof uses the continuity of \(z\ln z\) on the whole line, with value 0 at \(z=0\), and then restricts to positive \(z\).

```lean
/-- As the mass ratio `z` tends to zero from above, the difference between Low's function
and `4 ln(1/z) - 3` tends to zero. -/
theorem lowFunction_soft_limit :
    Tendsto (fun z : ℝ => lowFunction z - (4 * Real.log (1 / z) - 3)) (𝓝[>] 0) (𝓝 0) := by
  -- the remainder contains the logarithm only through the continuous function z ln z
  have hc : Continuous (fun z : ℝ =>
      (2 * z ^ 2 + z ^ 4) - (4 * z + z ^ 3) * (z * Real.log z)) :=
    (by fun_prop : Continuous (fun z : ℝ => 2 * z ^ 2 + z ^ 4)).sub
      ((by fun_prop : Continuous (fun z : ℝ => 4 * z + z ^ 3)).mul Real.continuous_mul_log)
  have h := hc.tendsto' 0 0 (by simp)
  refine (h.mono_left nhdsWithin_le_nhds).congr fun z => ?_
  simp only [lowFunction, one_div, Real.log_inv]
  ring

end

end LowTwoPhotonLuminosity
```

```lean
#print axioms LowTwoPhotonLuminosity.luminosity_eq_low
#print axioms LowTwoPhotonLuminosity.lowFunction_pos
#print axioms LowTwoPhotonLuminosity.lowFunction_soft_limit
```

```
'LowTwoPhotonLuminosity.luminosity_eq_low' depends on axioms: [propext, Classical.choice, Quot.sound]
'LowTwoPhotonLuminosity.lowFunction_pos' depends on axioms: [propext, Classical.choice, Quot.sound]
'LowTwoPhotonLuminosity.lowFunction_soft_limit' depends on axioms: [propext, Classical.choice, Quot.sound]
```
